# The generator with real antisymmetric hopping on a finite Krylov chain equals minus its transpose

On a finite chain of Krylov sites `0, …, m`, the generator couples only nearest neighbours: the entry from site n to site n+1 is b(n+1), and the entry back is −b(n+1). The lemma says that the transpose of this real matrix is its negative. The coefficients b are arbitrary real numbers, with no condition of sign or size. The proof compares the two matrices entry by entry, unfolds the definition, and splits into cases according to which site, if either, directly follows the other.

In Lean, a first try:

```lean
import Mathlib

open Matrix

namespace GeneratorTranspose

noncomputable section

/-- The antisymmetric tridiagonal generator on the Krylov sites `0, …, m`, with entry `b (n+1)`
from site `n` to site `n+1` and `-b (n+1)` back. -/
def generator (m : ℕ) (b : ℕ → ℝ) : Matrix (Fin (m + 1)) (Fin (m + 1)) ℝ :=
  Matrix.of fun i j =>
    if i.val = j.val + 1 then b i.val else if j.val = i.val + 1 then -b j.val else 0

/-- The generator is antisymmetric. -/
theorem generator_transpose (m : ℕ) (b : ℕ → ℝ) : (generator m b)ᵀ = -generator m b := by
  ext i j
  simp only [transpose_apply, neg_apply, generator, of_apply]
  split_ifs <;> first | omega | simp

end

end GeneratorTranspose
```

Lean reports:

```
Main.lean:16:87: error: unsolved goals
case pos
m : ℕ
b : ℕ → ℝ
i j : Fin (m + 1)
h✝ : ↑j = ↑i + 1
⊢ b ↑j = -if ↑i = ↑j + 1 then b ↑i else if ↑j = ↑i + 1 then -b ↑j else 0

case pos
m : ℕ
b : ℕ → ℝ
i j : Fin (m + 1)
h✝¹ : ¬↑j = ↑i + 1
h✝ : ↑i = ↑j + 1
⊢ ¬↑i = ↑j + 1 → b ↑i = if ↑j = ↑i + 1 then -b ↑j else 0

case neg
m : ℕ
b : ℕ → ℝ
i j : Fin (m + 1)
h✝¹ : ¬↑j = ↑i + 1
h✝ : ¬↑i = ↑j + 1
⊢ (if ↑i = ↑j + 1 then b ↑i else if ↑j = ↑i + 1 then -b ↑j else 0) = 0
Main.lean:18:30: warning: This simp argument is unused:
  neg_apply

Hint: Omit it from the simp argument list.
  [apply] simp only [transpose_apply, generator, of_apply]

Note: This linter can be disabled with `set_option linter.unusedSimpArgs false`
```

What went wrong. The error shows three cases left with an unsplit `if` on the right-hand side, though the hypotheses decide its conditions. The warning says that `neg_apply` was never used, so `simp only` did not turn the entry of the negated matrix into the negative of an entry; the messages don't say why. The right-hand conditions therefore stayed inside the matrix's defining function, on its bound indices, where `split_ifs` could not split them. The final `simp` did expose them at `i` and `j`, but too late for the split, and it was not given the case hypotheses to decide them.

The repair states the missing step as `e`, which holds by `rfl`, and rewrites with it before unfolding `generator`. Both sides are then explicit conditionals in `i` and `j`, so `split_ifs` splits them all; `omega` removes the contradictory cases and `simp` closes the rest. Moving `transpose_apply` into the `rw` is mere rearrangement, and dropping the unused `neg_apply` is tidying.

The mended proof, as a diff:

```diff
@@ -16,5 +16,7 @@
 theorem generator_transpose (m : ℕ) (b : ℕ → ℝ) : (generator m b)ᵀ = -generator m b := by
   ext i j
-  simp only [transpose_apply, neg_apply, generator, of_apply]
+  have e : (-generator m b) i j = -(generator m b i j) := rfl
+  rw [transpose_apply, e]
+  simp only [generator, of_apply]
   split_ifs <;> first | omega | simp
 
```
